# Exponential damping preserves the f-sum of a finite sum of sine oscillations

In a real-time calculation of an absorption spectrum, the dipole signal is commonly multiplied by $e^{-gt}$ before its sine transform is taken, and the energy-weighted area of the result is then compared with the f-sum. For a signal made of finitely many undamped sines, transformed over all positive times and with the area taken over all positive frequencies, this comparison needs no correction for $g$. The plain area of a line with nonzero transition energy does depend on $g$.

Let the signal have real transition energies $e_i$ and real weights $s_i$, with $\hbar=1$, and let $g>0$ be the damping rate, which stands for a finite lifetime or for an artificial broadening. Define
$$d(t)=\sum_i s_i\sin(e_it),\qquad S(\omega)=\frac2\pi\int_0^\infty e^{-gt}d(t)\sin(\omega t)\,dt .$$
The claim is
$$\int_0^\infty \omega S(\omega)\,d\omega=\sum_i s_ie_i=d'(0).$$

For the displacement after a weak momentum kick, per unit kick and in atomic units, $s_i=2|\langle 0|x|i\rangle|^2$, so $s_ie_i$ is an oscillator strength. Here $x$ is the sum of the electron coordinates along the kick, $|0\rangle$ is the stationary state before the kick, and $e_i$ is the energy of the eigenstate $|i\rangle$ relative to that of $|0\rangle$.

## From the damped sine to its two moments

For real $a$, differentiation gives
$$\frac{d}{dt}\,e^{-gt}\big(a\sin at-g\cos at\big)=(a^2+g^2)\,e^{-gt}\cos at .$$
The bracketed function is $-g$ at $t=0$ and its product with $e^{-gt}$ vanishes at infinity, so
$$\int_0^\infty e^{-gt}\cos(at)\,dt=\frac{g}{a^2+g^2}.$$

Since $\sin(et)\sin(\omega t)=\tfrac12[\cos((\omega-e)t)-\cos((\omega+e)t)]$, a single oscillation of unit weight and energy $e$ has the spectrum
$$A_e(\omega)=\frac g\pi\left(\frac1{D_-}-\frac1{D_+}\right),\qquad D_\pm=(\omega\pm e)^2+g^2 .$$
By linearity, $S(\omega)=\sum_i s_iA_{e_i}(\omega)$.

**Area, for $e>0$.** An antiderivative of $A_e$ is $\frac1\pi[\arctan\frac{\omega-e}g-\arctan\frac{\omega+e}g]$. It tends to $0$ at infinity and equals $-\frac2\pi\arctan\frac eg$ at $\omega=0$. Hence
$$\int_0^\infty A_e\,d\omega=\frac2\pi\arctan\frac eg<1 .$$

**First moment, for $e\ge0$.** Writing $\omega=(\omega-e)+e$ in the first term and $\omega=(\omega+e)-e$ in the second gives
$$\omega A_e=\frac g\pi\left(\frac{\omega-e}{D_-}-\frac{\omega+e}{D_+}\right)+\frac e\pi\left(\frac g{D_-}+\frac g{D_+}\right),$$
with antiderivative
$$F(\omega)=\frac g{2\pi}\ln\frac{D_-}{D_+}+\frac e\pi\left(\arctan\frac{\omega-e}g+\arctan\frac{\omega+e}g\right).$$
At $\omega=0$ the two denominators agree and the arctangents cancel, so $F(0)=0$. At infinity $D_-/D_+=1-4e\omega/D_+\to1$, the logarithm vanishes, and the arctangents add to $\pi$, so $F\to e$. The integrand is nonnegative because $D_+-D_-=4e\omega\ge0$, so the finite limit of $F$ also shows that the integral converges. The first moment is therefore $e$.

For $e<0$, $A_e=-A_{-e}$ gives the moment $-(-e)=e$. Multiplying by $s_i$ and summing proves the claim, and differentiating $d$ at zero gives the same sum.

## One line at three damping rates

Take $e=1$. The arctangents are then elementary for three choices of $g$:

| $g$ | area $\frac2\pi\arctan\frac1g$ | first moment |
|---|---|---|
| $1/\sqrt3$ | $2/3$ | $1$ |
| $1$ | $1/2$ | $1$ |
| $\sqrt3$ | $1/3$ | $1$ |

For $g=1$ the line is $A_1(\omega)=\frac{4\omega}{\pi(\omega^4+4)}$. With $u=\omega^2$ its area is $\frac2\pi\int_0^\infty\frac{du}{u^2+4}=\frac2\pi\cdot\frac\pi4=\frac12$, as in the table.

## Signal, spectrum and line in Lean

```lean
import Mathlib

open MeasureTheory Filter Set
open scoped Real Topology

namespace DampedAbsorption

noncomputable section
```

The function `line g e w` is $A_e(\omega)$, with `w` for $\omega$.

```lean
/-- For `g > 0`, the difference of two Lorentzians of unit area and half-width `g`, centred at `e`
and `-e`. -/
def line (g e w : ℝ) : ℝ :=
  g / π * (1 / ((w - e) ^ 2 + g ^ 2) - 1 / ((w + e) ^ 2 + g ^ 2))
```

The finite type `ι` labels the transitions. Neither the energies nor the weights have a prescribed sign, so de-excitations are allowed.

```lean
/-- A real-time dipole signal with transition energies `e i` and weights `s i`. -/
def signal {ι : Type*} [Fintype ι] (s e : ι → ℝ) (t : ℝ) : ℝ :=
  ∑ i, s i * Real.sin (e i * t)
```

The spectrum is defined for any real function of time, and `Ioi 0` is the open half-line of positive times. The Lorentzians are derived from this transform.

```lean
/-- The sine spectrum of a signal `d`: `2/π` times the sine transform over positive times of the
signal damped by `exp (-g t)`. For the dipole response to a weak kick, the absorption cross-section
is proportional to `w` times this function. -/
def spectrum (g : ℝ) (d : ℝ → ℝ) (w : ℝ) : ℝ :=
  2 / π * ∫ t in Ioi (0 : ℝ), Real.exp (-g * t) * d t * Real.sin (w * t)
```

The model has discrete transitions only, an infinite propagation time and an integral over all positive frequencies. A continuum, a truncated signal and a frequency cutoff would need separate estimates. The weights are given numbers, so the equality of the f-sum with an electron number is not part of the result.

## The line shape from the time signal

Lean gives a non-integrable function the integral zero, so the next theorem states integrability along with the value. Here it follows from comparison with $e^{-gt}$. Then `hd` is the derivative computed above, `hl` is the limit of the antiderivative at infinity, and the fundamental theorem of calculus on a half-line gives the value.

```lean
/-- For positive damping, the exponentially damped cosine is integrable over positive times
and its integral is a Lorentzian. -/
theorem damped_cos {g : ℝ} (hg : 0 < g) (a : ℝ) :
    IntegrableOn (fun t => Real.exp (-g * t) * Real.cos (a * t)) (Ioi 0) ∧
    ∫ t in Ioi (0 : ℝ), Real.exp (-g * t) * Real.cos (a * t) = g / (a ^ 2 + g ^ 2) := by
  have hint : IntegrableOn (fun t => Real.exp (-g * t) * Real.cos (a * t)) (Ioi 0) := by
    refine Integrable.mono' (exp_neg_integrableOn_Ioi 0 hg)
      (Continuous.aestronglyMeasurable (by fun_prop)) (ae_of_all _ fun t => ?_)
    rw [norm_mul, Real.norm_eq_abs, Real.norm_eq_abs, Real.abs_exp]
    exact mul_le_of_le_one_right (Real.exp_pos _).le (Real.abs_cos_le_one _)
  refine ⟨hint, ?_⟩
  -- an explicit antiderivative, up to the factor a² + g²
  have hd : ∀ t ∈ Ici (0 : ℝ), HasDerivAt
      (fun t => Real.exp (-g * t) * (a * Real.sin (a * t) - g * Real.cos (a * t)))
      ((a ^ 2 + g ^ 2) * (Real.exp (-g * t) * Real.cos (a * t))) t := by
    intro t _
    have he := ((hasDerivAt_id' t).const_mul (-g)).exp
    have hs := ((hasDerivAt_id' t).const_mul a).sin
    have hc := ((hasDerivAt_id' t).const_mul a).cos
    exact (he.fun_mul ((hs.const_mul a).fun_sub (hc.const_mul g))).congr_deriv (by ring)
  -- it is bounded by a decaying exponential
  have hl : Tendsto (fun t => Real.exp (-g * t) *
      (a * Real.sin (a * t) - g * Real.cos (a * t))) atTop (𝓝 0) := by
    have h0 : Tendsto (fun t : ℝ => Real.exp (-g * t)) atTop (𝓝 0) :=
      Real.tendsto_exp_atBot.comp (tendsto_id.const_mul_atTop_of_neg (by linarith))
    have h := h0.mul_const (|a| + g)
    rw [zero_mul] at h
    refine squeeze_zero_norm (fun t => ?_) h
    rw [norm_mul, Real.norm_eq_abs, Real.norm_eq_abs, Real.abs_exp]
    refine mul_le_mul_of_nonneg_left ?_ (Real.exp_pos _).le
    have h1 : |a * Real.sin (a * t)| ≤ |a| := by
      rw [abs_mul]
      exact mul_le_of_le_one_right (abs_nonneg _) (Real.abs_sin_le_one _)
    have h2 : |g * Real.cos (a * t)| ≤ g := by
      rw [abs_mul, abs_of_pos hg]
      exact mul_le_of_le_one_right hg.le (Real.abs_cos_le_one _)
    rw [abs_le] at h1 h2 ⊢
    constructor <;> linarith [h1.1, h1.2, h2.1, h2.2]
  have h := integral_Ioi_of_hasDerivAt_of_tendsto' hd (Integrable.const_mul hint _) hl
  have h0 : (a ^ 2 + g ^ 2) *
      ∫ t in Ioi (0 : ℝ), Real.exp (-g * t) * Real.cos (a * t) = g := by
    rw [← integral_const_mul]
    exact h.trans (by simp)
  rw [eq_div_iff (by positivity)]
  linear_combination h0
```

The next proof rewrites the product of sines as a difference of cosines (`hf`) and applies the previous result at $\omega-e$ and $\omega+e$.

```lean
/-- For positive damping, the sine transform of one damped oscillation of frequency `e`
converges and equals the line shape. -/
theorem damped_line {g : ℝ} (hg : 0 < g) (e w : ℝ) :
    IntegrableOn (fun t => Real.exp (-g * t) * Real.sin (e * t) * Real.sin (w * t)) (Ioi 0) ∧
    2 / π * ∫ t in Ioi (0 : ℝ), Real.exp (-g * t) * Real.sin (e * t) * Real.sin (w * t)
      = line g e w := by
  have hf : (fun t => Real.exp (-g * t) * Real.sin (e * t) * Real.sin (w * t)) =
      fun t => 1 / 2 * (Real.exp (-g * t) * Real.cos ((w - e) * t)
        - Real.exp (-g * t) * Real.cos ((w + e) * t)) := by
    funext t
    rw [sub_mul, add_mul, Real.cos_sub, Real.cos_add]
    ring
  have h1 := damped_cos hg (w - e)
  have h2 := damped_cos hg (w + e)
  rw [hf]
  refine ⟨Integrable.const_mul (Integrable.sub h1.1 h2.1) _, ?_⟩
  rw [integral_const_mul, integral_sub h1.1 h2.1, h1.2, h2.2, line]
  ring
```

Linearity extends this to the whole signal. The finite sum may be exchanged with the integral because each term is integrable.

```lean
/-- For positive damping, the spectrum of a dipole signal is the weighted sum of its lines. -/
theorem spectrum_signal {ι : Type*} [Fintype ι] {g : ℝ} (hg : 0 < g) (s e : ι → ℝ) (w : ℝ) :
    spectrum g (signal s e) w = ∑ i, s i * line g (e i) w := by
  have hf : (fun t => Real.exp (-g * t) * signal s e t * Real.sin (w * t)) =
      fun t => ∑ i, s i * (Real.exp (-g * t) * Real.sin (e i * t) * Real.sin (w * t)) := by
    funext t
    simp only [signal, Finset.mul_sum, Finset.sum_mul]
    exact Finset.sum_congr rfl fun i _ => by ring
  rw [spectrum, hf, MeasureTheory.integral_finsetSum _
    (fun i _ => Integrable.const_mul (damped_line hg (e i) w).1 (s i)), Finset.mul_sum]
  refine Finset.sum_congr rfl fun i _ => ?_
  rw [integral_const_mul, ← (damped_line hg (e i) w).2]
  ring
```

## Area and first moment of a line

Nonnegativity comes from comparing the two denominators, as in $D_+-D_-=4e\omega$.

```lean
/-- For positive width, the line shape is nonnegative when both the transition energy and
the frequency are nonnegative. -/
theorem line_nonneg {g e w : ℝ} (hg : 0 < g) (he : 0 ≤ e) (hw : 0 ≤ w) :
    0 ≤ line g e w := by
  refine mul_nonneg (by positivity) (sub_nonneg.mpr ?_)
  exact one_div_le_one_div_of_le (by positivity) (by nlinarith [mul_nonneg he hw])
```

Both antiderivatives use the shifted arctangent. Its derivative is checked after the substitution $\omega+a=gq$.

```lean
/-- For positive width, a shifted arctangent is an antiderivative of a Lorentzian, and it
tends to `π / 2` at high frequency. -/
theorem arctan_shift {g : ℝ} (hg : 0 < g) (a : ℝ) :
    (∀ w, HasDerivAt (fun w => Real.arctan ((w + a) / g)) (g / ((w + a) ^ 2 + g ^ 2)) w) ∧
    Tendsto (fun w => Real.arctan ((w + a) / g)) atTop (𝓝 (π / 2)) := by
  constructor
  · intro w
    refine (((hasDerivAt_id' w).add_const a).div_const g).arctan.congr_deriv ?_
    show 1 / (1 + ((w + a) / g) ^ 2) * (1 / g) = _
    obtain ⟨q, hq⟩ : ∃ q, w + a = g * q := ⟨(w + a) / g, by field_simp⟩
    rw [hq, mul_div_cancel_left₀ _ hg.ne', div_mul_div_comm,
      div_eq_div_iff (by positivity) (by positivity)]
    ring
  · exact (Real.tendsto_arctan_atTop.mono_right nhdsWithin_le_nhds).comp
      ((tendsto_atTop_add_const_right _ a tendsto_id).atTop_div_const hg)
```

The area theorem assumes $e>0$ and states three things: integrability, the value and the strict bound. In its proof `hd` supplies the antiderivative, `hp` the sign and `hl` the limit. Mathlib's theorems for nonnegative derivatives turn these into integrability and the integral.

```lean
/-- For positive width and transition energy, the area of the line over positive frequencies
is `(2/π) arctan (e/g)`, which is below one. -/
theorem line_area {g e : ℝ} (hg : 0 < g) (he : 0 < e) :
    IntegrableOn (line g e) (Ioi 0) ∧
    ∫ w in Ioi (0 : ℝ), line g e w = 2 / π * Real.arctan (e / g) ∧
    2 / π * Real.arctan (e / g) < 1 := by
  have hd : ∀ w ∈ Ici (0 : ℝ), HasDerivAt (fun w => 1 / π *
      (Real.arctan ((w + -e) / g) - Real.arctan ((w + e) / g))) (line g e w) w := by
    intro w _
    refine ((((arctan_shift hg (-e)).1 w).fun_sub
      ((arctan_shift hg e).1 w)).const_mul (1 / π)).congr_deriv ?_
    simp only [line, sub_eq_add_neg]
    ring
  have hp : ∀ w ∈ Ioi (0 : ℝ), 0 ≤ line g e w :=
    fun w hw => line_nonneg hg he.le (le_of_lt hw)
  have hl := ((arctan_shift hg (-e)).2.sub (arctan_shift hg e).2).const_mul (1 / π)
  refine ⟨integrableOn_Ioi_deriv_of_nonneg' hd hp hl, ?_, ?_⟩
  · refine (integral_Ioi_of_hasDerivAt_of_nonneg' hd hp hl).trans ?_
    simp only [zero_add, neg_div, Real.arctan_neg]
    ring
  · rw [div_mul_eq_mul_div, div_lt_one Real.pi_pos]
    linarith [Real.arctan_lt_pi_div_two (e / g)]
```

The first moment holds for every real `e`. The inner statement `key` treats $e\ge0$. There `h0` shows $4e\omega/D_+\to0$ by the bound $4e/\omega$, and `h2` concludes that the difference of logarithms vanishes. The derivative `hd` is that of $F$. The final case distinction uses the oddness of the line in `e`.

```lean
/-- For positive width, the first moment of the line over positive frequencies exists and
equals the transition energy. -/
theorem line_first_moment {g : ℝ} (hg : 0 < g) (e : ℝ) :
    IntegrableOn (fun w => w * line g e w) (Ioi 0) ∧
    ∫ w in Ioi (0 : ℝ), w * line g e w = e := by
  have key : ∀ e : ℝ, 0 ≤ e → IntegrableOn (fun w => w * line g e w) (Ioi 0) ∧
      ∫ w in Ioi (0 : ℝ), w * line g e w = e := by
    intro e he
    have hlog : ∀ a w : ℝ, HasDerivAt (fun w => Real.log ((w + a) ^ 2 + g ^ 2))
        (2 * (w + a) / ((w + a) ^ 2 + g ^ 2)) w := by
      intro a w
      have hne : (w + a) ^ 2 + g ^ 2 ≠ 0 := by positivity
      exact (((((hasDerivAt_id' w).add_const a).fun_pow 2).add_const (g ^ 2)).log
        hne).congr_deriv (by simp)
    -- the logarithms cancel at high frequency
    have h0 : Tendsto (fun w => 4 * e * w / ((w + e) ^ 2 + g ^ 2)) atTop (𝓝 0) := by
      have hb : Tendsto (fun w : ℝ => 4 * e / w) atTop (𝓝 0) :=
        tendsto_const_nhds.div_atTop tendsto_id
      refine squeeze_zero' ?_ ?_ hb
      · filter_upwards [eventually_gt_atTop (0 : ℝ)] with w hw
        positivity
      · filter_upwards [eventually_gt_atTop (0 : ℝ)] with w hw
        rw [div_le_div_iff₀ (by positivity) hw]
        have h : w * w ≤ (w + e) ^ 2 + g ^ 2 := by
          nlinarith [mul_nonneg he hw.le, sq_nonneg g, sq_nonneg e]
        nlinarith [mul_le_mul_of_nonneg_left h (by positivity : 0 ≤ 4 * e)]
    have h1 := (h0.const_sub 1).log (by norm_num)
    rw [sub_zero, Real.log_one] at h1
    have h2 : Tendsto (fun w => Real.log ((w + -e) ^ 2 + g ^ 2)
        - Real.log ((w + e) ^ 2 + g ^ 2)) atTop (𝓝 0) := by
      refine h1.congr fun w => ?_
      have hm : (w + -e) ^ 2 + g ^ 2 ≠ 0 := by positivity
      have hq : (w + e) ^ 2 + g ^ 2 ≠ 0 := by positivity
      rw [one_sub_div hq, ← Real.log_div hm hq,
        show (w + e) ^ 2 + g ^ 2 - 4 * e * w = (w + -e) ^ 2 + g ^ 2 by ring]
    have hd : ∀ w ∈ Ici (0 : ℝ), HasDerivAt (fun w => g / (2 * π) *
        (Real.log ((w + -e) ^ 2 + g ^ 2) - Real.log ((w + e) ^ 2 + g ^ 2)) + e / π *
        (Real.arctan ((w + -e) / g) + Real.arctan ((w + e) / g))) (w * line g e w) w := by
      intro w _
      refine ((((hlog (-e) w).fun_sub (hlog e w)).const_mul (g / (2 * π))).fun_add
        ((((arctan_shift hg (-e)).1 w).fun_add
          ((arctan_shift hg e).1 w)).const_mul (e / π))).congr_deriv ?_
      simp only [line, sub_eq_add_neg]
      ring
    have hp : ∀ w ∈ Ioi (0 : ℝ), 0 ≤ w * line g e w :=
      fun w hw => mul_nonneg (le_of_lt hw) (line_nonneg hg he (le_of_lt hw))
    have hl := (h2.const_mul (g / (2 * π))).add
      (((arctan_shift hg (-e)).2.add (arctan_shift hg e).2).const_mul (e / π))
    rw [add_halves, mul_zero, zero_add, div_mul_cancel₀ _ Real.pi_ne_zero] at hl
    refine ⟨integrableOn_Ioi_deriv_of_nonneg' hd hp hl, ?_⟩
    refine (integral_Ioi_of_hasDerivAt_of_nonneg' hd hp hl).trans ?_
    simp [neg_div, Real.arctan_neg]
  rcases le_total 0 e with h | h
  · exact key e h
  · -- the line is odd in the transition energy
    have hk := key (-e) (by linarith)
    have hf : (fun w => w * line g e w) = fun w => -(w * line g (-e) w) := by
      funext w
      simp only [line, sub_neg_eq_add, ← sub_eq_add_neg]
      ring
    rw [hf]
    exact ⟨Integrable.neg hk.1, by rw [integral_neg, hk.2, neg_neg]⟩
```

## The sum rule for the whole signal

The initial slope follows by differentiating each sine at zero.

```lean
/-- The initial slope of the undamped dipole signal is the energy-weighted sum of its
weights. -/
theorem signal_slope {ι : Type*} [Fintype ι] (s e : ι → ℝ) :
    HasDerivAt (signal s e) (∑ i, s i * e i) 0 := by
  have h : HasDerivAt (fun t => ∑ i, s i * Real.sin (e i * t))
      (∑ i, s i * (Real.cos (e i * 0) * (e i * 1))) 0 :=
    HasDerivAt.fun_sum fun i _ =>
      (((hasDerivAt_id' (0 : ℝ)).const_mul (e i)).sin.const_mul (s i))
  exact h.congr_deriv (by simp)
```

The last theorem takes any `g` with `0 < g` and any finite families `s` and `e`. It says that $\omega S(\omega)$ is integrable over positive frequencies and that its integral is $\sum_i s_ie_i$. The proof replaces the spectrum by its sum of lines and integrates term by term. Together with `signal_slope`, it identifies the first moment with the initial slope of the undamped signal.

```lean
/-- The f-sum rule under damping: for every positive damping rate, the first moment of the
spectrum over positive frequencies exists and is the energy-weighted sum of the weights. -/
theorem damped_f_sum {ι : Type*} [Fintype ι] {g : ℝ} (hg : 0 < g) (s e : ι → ℝ) :
    IntegrableOn (fun w => w * spectrum g (signal s e) w) (Ioi 0) ∧
    ∫ w in Ioi (0 : ℝ), w * spectrum g (signal s e) w = ∑ i, s i * e i := by
  have hf : (fun w => w * spectrum g (signal s e) w) =
      fun w => ∑ i, s i * (w * line g (e i) w) := by
    funext w
    rw [spectrum_signal hg, Finset.mul_sum]
    exact Finset.sum_congr rfl fun i _ => by ring
  have hi : ∀ i ∈ (Finset.univ : Finset ι),
      Integrable (fun w => s i * (w * line g (e i) w)) (volume.restrict (Ioi 0)) :=
    fun i _ => Integrable.const_mul (line_first_moment hg (e i)).1 (s i)
  rw [hf]
  refine ⟨MeasureTheory.integrable_finsetSum _ hi, ?_⟩
  rw [MeasureTheory.integral_finsetSum _ hi]
  refine Finset.sum_congr rfl fun i _ => ?_
  rw [integral_const_mul, (line_first_moment hg (e i)).2]

end

end DampedAbsorption
```

```lean
#print axioms DampedAbsorption.line_area
#print axioms DampedAbsorption.signal_slope
#print axioms DampedAbsorption.damped_f_sum
```

```
'DampedAbsorption.line_area' depends on axioms: [propext, Classical.choice, Quot.sound]
'DampedAbsorption.signal_slope' depends on axioms: [propext, Classical.choice, Quot.sound]
'DampedAbsorption.damped_f_sum' depends on axioms: [propext, Classical.choice, Quot.sound]
```
